# Exciton energies −1/n² and pole strengths 2i/n³ from the continued Coulomb-enhanced continuum

## Does the continuum factor already contain the bound lines?

If I enter the exciton lines and the continuum of an absorption spectrum as two unrelated formulas, a wrong unit or a wrong power of $n$ in one of them can go unnoticed. For a three-dimensional Wannier exciton with dipole-allowed transitions, the continuum factor $2\pi/(1-e^{-2\pi/k})$ is supposed to fix the lines too: continue it to imaginary $k$, and poles appear at the bound energies with strengths falling as $1/n^3$. Can this be derived step by step and stated so that a machine checks it?

## Yes: the lines are its poles at k = i/n

Let $k$ be the relative electron–hole wave number in inverse exciton Bohr radii, and $E=k^2$ the energy from the band gap in exciton Rydbergs. The factor

$$S(k)=\frac{2\pi}{1-e^{-2\pi/k}}$$

is the free three-dimensional density of states, proportional to $k$, times the Sommerfeld enhancement from the Coulomb attraction.

Set $k=i/v$ with $v\neq0$. Then $-2\pi/k=2\pi i v$, so

$$S(i/v)=\frac{2\pi}{D(v)},\qquad D(v)=1-e^{2\pi i v},\qquad E(v)=-\frac1{v^2}.$$

For $v>0$, the wave $e^{ikr}$ becomes the decaying $e^{-r/v}$, as a bound state needs. Since $e^{2\pi i v}=1$ exactly when $v$ is an integer, the zeros of $D$ on $v>0$ are $v=n=1,2,\dots$

Away from the integers, $D(v)=-2i\sin(\pi v)\,e^{i\pi v}$ gives $S(i/v)=\pi+i\pi\cot(\pi v)$.

Near $v=n$, the energy distance is

$$E(v)-E(n)=\frac1{n^2}-\frac1{v^2}=\frac{(v-n)(v+n)}{n^2v^2}.$$

Multiplying by $S(i/v)$ and moving $v-n$ into the denominator gives

$$\bigl(E(v)-E(n)\bigr)S(i/v)=\frac{2\pi(v+n)/(n^2v^2)}{D(v)/(v-n)}.$$

The numerator tends to $4\pi/n^3$. Because $D(n)=0$, the denominator tends to $D'(n)=-2\pi i$. The limit is therefore $2i/n^3$. For the lowest exciton, $n=1$, the energy is $-1$ and the strength $2i$.

The variable matters here: the residue in $v$ is $2\pi/(-2\pi i)=i$ for every $n$. The factor $1/n^3$ appears only when the distance from the pole is measured in energy, through $dE/dv=2/v^3$.

```lean
import Mathlib

open Complex Filter
open scoped Real Topology

namespace ElliottFormula

noncomputable section

/-- The denominator of the Coulomb enhancement at wave number `k`,
in units of the inverse exciton Bohr radius. -/
def denominator (k : ℂ) : ℂ := 1 - Complex.exp (-2 * π / k)

/-- The Coulomb-enhanced continuum factor `2π / (1 - exp (-2π/k))`. -/
def enhancement (k : ℂ) : ℂ := 2 * π / denominator k

/-- The energy `-1/v²`, in exciton Rydbergs, at effective quantum number `v`. -/
def boundEnergy (v : ℂ) : ℂ := -1 / v ^ 2

/-- At `k = i/v` the denominator of the enhancement is `1 - exp (2πiv)`. -/
theorem denominator_continued {k v : ℂ} (h : k * v = I) :
    denominator k = 1 - Complex.exp (2 * π * I * v) := by
  have hk : k ≠ 0 := by
    rintro rfl
    exact I_ne_zero (by rw [← h, zero_mul])
  have harg : -2 * (π : ℂ) / k = 2 * π * I * v := by
    rw [div_eq_iff hk]
    linear_combination (-2 * (π : ℂ) * I) * h + (-2 * (π : ℂ)) * I_sq
  unfold denominator
  rw [harg]

/-- At `k = i/v` the continuum factor becomes `2π / (1 - exp (2πiv))`,
and the energy `k²` becomes `-1/v²`. -/
theorem enhancement_continued {k v : ℂ} (h : k * v = I) :
    enhancement k = 2 * π / (1 - Complex.exp (2 * π * I * v)) ∧
      k ^ 2 = boundEnergy v := by
  have hv : v ≠ 0 := by
    rintro rfl
    exact I_ne_zero (by rw [← h, mul_zero])
  constructor
  · unfold enhancement
    rw [denominator_continued h]
  · unfold boundEnergy
    rw [eq_div_iff (pow_ne_zero 2 hv)]
    linear_combination (k * v + I) * h + I_sq

/-- For complex `v` and `k = i/v`, the denominator of the enhancement vanishes
exactly when `v` is an integer. -/
theorem denominator_eq_zero_iff {k v : ℂ} (h : k * v = I) :
    denominator k = 0 ↔ ∃ n : ℤ, v = n := by
  rw [denominator_continued h]
  constructor
  · intro h0
    obtain ⟨n, hn⟩ := Complex.exp_eq_one_iff.1 (sub_eq_zero.1 h0).symm
    exact ⟨n, mul_left_cancel₀ Complex.two_pi_I_ne_zero (by linear_combination hn)⟩
  · rintro ⟨n, hn⟩
    exact sub_eq_zero.2 (Complex.exp_eq_one_iff.2 ⟨n, by rw [hn]; ring⟩).symm

/-- Where `sin (πv)` does not vanish, the continued continuum factor is
`π + iπ cot (πv)`. -/
theorem enhancement_eq_cot {k v : ℂ} (h : k * v = I) (hs : Complex.sin (π * v) ≠ 0) :
    enhancement k = π + π * I * (Complex.cos (π * v) / Complex.sin (π * v)) := by
  have hE : Complex.exp (2 * π * I * v)
      = (Complex.cos (π * v) + Complex.sin (π * v) * I) ^ 2 := by
    rw [← Complex.exp_mul_I, ← Complex.exp_nat_mul]
    congr 1
    push_cast
    ring
  have hne : Complex.cos (π * v) + Complex.sin (π * v) * I ≠ 0 := by
    rw [← Complex.exp_mul_I]
    exact Complex.exp_ne_zero _
  have hp := Complex.sin_sq_add_cos_sq (π * v)
  rw [(enhancement_continued h).1, hE]
  set c := Complex.cos (π * v)
  set s := Complex.sin (π * v)
  -- the denominator is -2i times a sine times exp (iπv)
  have hD : 1 - (c + s * I) ^ 2 = -2 * I * s * (c + s * I) := by
    linear_combination -hp + s ^ 2 * I_sq
  have hcs : c / s * s = c := div_mul_cancel₀ c hs
  rw [hD, div_eq_iff
    (mul_ne_zero (mul_ne_zero (mul_ne_zero (by norm_num) I_ne_zero) hs) hne)]
  generalize c / s = q at hcs ⊢
  linear_combination (2 * (π : ℂ) * I ^ 2 * (c + s * I)) * hcs
    + (2 * (π : ℂ) * I ^ 2) * hp + (2 * (π : ℂ) + 2 * π * I * s * c) * I_sq

/-- For a nonzero integer `n`, the continued continuum factor times the energy distance
from `-1/n²` tends to `2i/n³` as `v` tends to `n` in the complex plane. -/
theorem pole_strength {n : ℤ} (hn : n ≠ 0) :
    Tendsto (fun v : ℂ => (boundEnergy v - boundEnergy n) * enhancement (I / v))
      (𝓝[≠] (n : ℂ)) (𝓝 (2 * I / (n : ℂ) ^ 3)) := by
  have hn' : (n : ℂ) ≠ 0 := Int.cast_ne_zero.2 hn
  have hn2 : (n : ℂ) ^ 2 ≠ 0 := pow_ne_zero 2 hn'
  have he : Complex.exp (2 * π * I * (n : ℂ)) = 1 :=
    Complex.exp_eq_one_iff.2 ⟨n, by ring⟩
  -- the denominator has a simple zero with slope -2πi
  have hd : HasDerivAt (fun v : ℂ => 1 - Complex.exp (2 * π * I * v))
      (-(2 * π * I)) (n : ℂ) := by
    have h1 : HasDerivAt (fun v : ℂ => 2 * π * I * v) (2 * π * I) (n : ℂ) :=
      ((hasDerivAt_id' (n : ℂ)).const_mul (2 * (π : ℂ) * I)).congr_deriv (mul_one _)
    exact (h1.cexp.const_sub 1).congr_deriv (by simp only [he, one_mul])
  have hs := hasDerivAt_iff_tendsto_slope.1 hd
  -- the remaining factor is continuous at n
  have hA : Tendsto (fun v : ℂ => 2 * π * (v + n) / ((n : ℂ) ^ 2 * v ^ 2))
      (𝓝[≠] (n : ℂ)) (𝓝 (2 * π * ((n : ℂ) + n) / ((n : ℂ) ^ 2 * (n : ℂ) ^ 2))) := by
    have hc : ContinuousAt (fun v : ℂ => 2 * π * (v + n) / ((n : ℂ) ^ 2 * v ^ 2))
        (n : ℂ) :=
      ContinuousAt.div (by fun_prop) (by fun_prop) (mul_ne_zero hn2 hn2)
    exact hc.tendsto.mono_left nhdsWithin_le_nhds
  have hI : -(2 * (π : ℂ) * I) ≠ 0 := neg_ne_zero.2 Complex.two_pi_I_ne_zero
  have hlim := hA.div hs hI
  have hval : 2 * π * ((n : ℂ) + n) / ((n : ℂ) ^ 2 * (n : ℂ) ^ 2) / (-(2 * π * I))
      = 2 * I / (n : ℂ) ^ 3 := by
    rw [div_div, div_eq_div_iff (mul_ne_zero (mul_ne_zero hn2 hn2) hI)
      (pow_ne_zero 3 hn')]
    linear_combination (4 * (π : ℂ) * (n : ℂ) ^ 4) * I_sq
  rw [hval] at hlim
  refine hlim.congr' ?_
  filter_upwards [mem_nhdsWithin_of_mem_nhds (isOpen_ne.mem_nhds hn')] with v hv
  have hv0 : v ≠ 0 := hv
  have hE : boundEnergy v - boundEnergy n
      = (v - n) * (v + n) / ((n : ℂ) ^ 2 * v ^ 2) := by
    unfold boundEnergy
    have hv2 : v ^ 2 ≠ 0 := pow_ne_zero 2 hv0
    rw [div_sub_div _ _ hv2 hn2,
      div_eq_div_iff (mul_ne_zero hv2 hn2) (mul_ne_zero hn2 hv2)]
    ring
  change 2 * π * (v + n) / ((n : ℂ) ^ 2 * v ^ 2) /
    slope (fun v : ℂ => 1 - Complex.exp (2 * π * I * v)) (n : ℂ) v = _
  simp only [slope_def_field, he, sub_self, sub_zero]
  rw [(enhancement_continued (div_mul_cancel₀ I hv0)).1, hE, div_div_eq_mul_div]
  ring

/-- Elliott lines from the continuum: for real `v > 0` the denominator of the enhancement at `k =
i/v` vanishes exactly at the positive integers, and for each such `n` the continuum factor `2π / (1
- exp (-2π/k))` at `k = i/v`, times the energy distance from `-1/n²`, tends to `2i/n³` as real `v`
tends to `n`. -/
theorem elliott_lines :
    (∀ v : ℝ, 0 < v → (denominator (I / v) = 0 ↔ ∃ n : ℕ, 0 < n ∧ v = n)) ∧
    (∀ n : ℕ, 0 < n →
      Tendsto (fun v : ℝ => (boundEnergy v - boundEnergy n) * enhancement (I / v))
        (𝓝[≠] (n : ℝ)) (𝓝 (2 * I / (n : ℂ) ^ 3))) := by
  constructor
  · intro v hv
    have hv' : (v : ℂ) ≠ 0 := Complex.ofReal_ne_zero.2 hv.ne'
    rw [denominator_eq_zero_iff (div_mul_cancel₀ I hv')]
    constructor
    · rintro ⟨m, hm⟩
      have hm' : v = (m : ℝ) := by exact_mod_cast hm
      have hpos : (0 : ℝ) < (m : ℝ) := by linarith
      have hm0 : 0 < m := by exact_mod_cast hpos
      obtain ⟨j, rfl⟩ := Int.eq_ofNat_of_zero_le hm0.le
      exact ⟨j, by exact_mod_cast hm0, by exact_mod_cast hm'⟩
    · rintro ⟨n, _, hn⟩
      exact ⟨(n : ℤ), by simp [hn]⟩
  · intro n hn
    have hr := pole_strength (n := (n : ℤ)) (by omega)
    simp only [Int.cast_natCast] at hr
    -- approach the pole along the real v axis
    have hc : Tendsto (fun v : ℝ => (v : ℂ)) (𝓝[≠] (n : ℝ)) (𝓝[≠] (n : ℂ)) := by
      refine tendsto_nhdsWithin_iff.2 ⟨?_, ?_⟩
      · have ht := (Complex.continuous_ofReal.tendsto (n : ℝ)).mono_left
          (nhdsWithin_le_nhds (s := {(n : ℝ)}ᶜ))
        rw [Complex.ofReal_natCast] at ht
        exact ht
      · filter_upwards [self_mem_nhdsWithin] with v hv
        intro h
        have h' : (v : ℂ) = (n : ℂ) := h
        have h'' : v = (n : ℝ) := by exact_mod_cast h'
        exact hv h''
    exact hr.comp hc

end

end ElliottFormula
```

### What `elliott_lines` states

`denominator`, `enhancement` and `boundEnergy` are $1-e^{-2\pi/k}$, $S(k)$ and $E(v)$, as functions on ℂ. The theorem has two parts:

- For every real `v` with `0 < v`, the denominator at `I / v` is zero if and only if `v` is a positive natural number.
- For every positive natural `n`, the energy distance times the continuum factor $S(i/v)$ tends to `2 * I / (n : ℂ) ^ 3` as real `v` approaches `n`.

The filter `𝓝[≠]` excludes `v = n` itself, where the energy distance is 0 and Lean's division by zero sets $S$ to 0 as well, so the product there is 0.

The continuum factor is assumed, not derived from a Schrödinger or Bethe–Salpeter equation. The strength $2i/n^3$ is a complex pole coefficient; turning it into the area of an absorption line takes a further spectral argument. In the Elliott formula, which is not proved here, the continuum absorption is $S(k)$ and line $n$ has the area $4\pi/n^3$, up to a common prefactor and with energy measured in exciton Rydbergs. This area is $2\pi$ times $|2i/n^3|$. For a spectrum computed within this hydrogenic, parabolic-band model, and with the common prefactor divided out, the area of line $n$ relative to the continuum at $k$ can be checked against $(4\pi/n^3)/S(k)$.

### How the proof follows the calculation

`denominator_continued` and `enhancement_continued` carry out the substitution. Their hypothesis `k * v = I` expresses $k=i/v$ and forces both variables to be nonzero. `denominator_eq_zero_iff` finds the zeros for complex `v` with `Complex.exp_eq_one_iff`. `enhancement_eq_cot` proves the cotangent form by the factorisation above; the main theorem does not need it.

`pole_strength` proves the limit for any nonzero integer and complex `v`. In it, `hd` is the derivative $-2\pi i$, `hs` turns it into the limit of $D(v)/(v-n)$, and `hA` is the limit of the numerator. `hA.div hs hI` divides the two limits, and `hval` simplifies the result to $2i/n^3$. The closing steps identify the quotient with the original product for `v` near `n`, using the factored energy difference `hE`.

`elliott_lines` then restricts to the real axis. Positivity turns the integer into a positive natural number, and `hc` shows that real `v` approaching `n` is a special case of the complex approach, so `hr.comp hc` gives the limit.

```lean
#print axioms ElliottFormula.enhancement_eq_cot
#print axioms ElliottFormula.pole_strength
#print axioms ElliottFormula.elliott_lines
```

```
'ElliottFormula.enhancement_eq_cot' depends on axioms: [propext, Classical.choice, Quot.sound]
'ElliottFormula.pole_strength' depends on axioms: [propext, Classical.choice, Quot.sound]
'ElliottFormula.elliott_lines' depends on axioms: [propext, Classical.choice, Quot.sound]
```
